# Free-particle Dirac matrices: no energies between −m and m, and a false state at m when large functions outnumber small ones

A four-component electronic-structure calculation in a finite basis commonly uses one set of functions for the large components of the Dirac spinor and another for the small components. For a free particle, too few small functions produce a false state at exactly the rest energy. A real free electron has that energy only when its momentum is exactly zero, whereas a localised function always contains a spread of momenta.

Take $p$ large and $q$ small basis functions, orthonormal within each set, and units with $c=1$. The matrix is

$$H=\begin{pmatrix} m & B\\ B^\dagger & -m\end{pmatrix},$$

where $m$ is the rest energy and $B$ holds the matrix elements of $\boldsymbol\sigma\cdot\mathbf p$ between the two sets. Here $\boldsymbol\sigma$ stands for the Pauli matrices and the bold $\mathbf p$ for the momentum operator, not for the number $p$. The theorems allow any complex $B$ and any real $m$, except where stated. They do not include the step to an atom or molecule, which adds the potential of the nuclei to the diagonal blocks and, with several electrons, the interaction between them.

In Lean, `p` and `q` are the finite index types themselves, and their sizes are `Fintype.card p` and `Fintype.card q`.

```lean
import Mathlib

open Matrix

namespace KineticBalance

noncomputable section

variable {n p q : Type*} [Fintype n] [Fintype p] [Fintype q] [DecidableEq p] [DecidableEq q]
```

The disjoint union `p ⊕ q` indexes the full basis, and `ᴴ` is the dagger.

```lean
/-- The Dirac matrix with mass `m` and coupling `B` between the small components (indexed by `q`)
and the large components (indexed by `p`). -/
def dirac (m : ℝ) (B : Matrix p q ℂ) : Matrix (p ⊕ q) (p ⊕ q) ℂ :=
  fromBlocks ((m : ℂ) • 1) B Bᴴ ((-(m : ℂ)) • 1)
```

## Weights of the two components

A state is a pair $(u,w)$ of large and small coefficient vectors, written `Sum.elim u w`. The weight of a component is $|x|^2=\sum_i|x_i|^2$, with no normalisation imposed.

```lean
/-- The weight of a component: the sum of the squared moduli of its coefficients. -/
def weight (x : n → ℂ) : ℝ := ∑ i, Complex.normSq (x i)
```

It is a sum of non-negative terms,

```lean
lemma weight_nonneg (x : n → ℂ) : 0 ≤ weight x :=
  Finset.sum_nonneg fun i _ => Complex.normSq_nonneg (x i)
```

so it vanishes only if every coefficient does,

```lean
lemma eq_zero_of_weight {x : n → ℂ} (h : weight x = 0) : x = 0 := by
  funext i
  have h' := (Finset.sum_eq_zero_iff_of_nonneg
    (fun i _ => Complex.normSq_nonneg (x i))).1 h i (Finset.mem_univ i)
  exact Complex.normSq_eq_zero.1 h'
```

and it equals $x^\dagger x$, because $\bar x_i x_i=|x_i|^2$.

```lean
lemma star_dot_self (x : n → ℂ) : star x ⬝ᵥ x = (weight x : ℂ) := by
  unfold weight dotProduct
  rw [Complex.ofReal_sum]
  exact Finset.sum_congr rfl fun i _ => (Complex.normSq_eq_conj_mul_self).symm
```

## The balance between large and small

Multiplying out the blocks turns $Hv=Ev$ into

$$mu+Bw=Eu,\qquad B^\dagger u-mw=Ew.$$

The energy $E$ is complex at this stage; its reality is a result.

```lean
/-- The Dirac eigenvalue equation is a pair of coupled equations for the large component `u` and
the small component `w`. -/
theorem eigen_iff (m : ℝ) (B : Matrix p q ℂ) (E : ℂ) (u : p → ℂ) (w : q → ℂ) :
    dirac m B *ᵥ Sum.elim u w = E • Sum.elim u w ↔
      (m : ℂ) • u + B *ᵥ w = E • u ∧ Bᴴ *ᵥ u - (m : ℂ) • w = E • w := by
  have hH : dirac m B *ᵥ Sum.elim u w =
      Sum.elim ((m : ℂ) • u + B *ᵥ w) (Bᴴ *ᵥ u - (m : ℂ) • w) := by
    rw [dirac, fromBlocks_mulVec]
    simp [Matrix.smul_mulVec, Matrix.neg_mulVec, sub_eq_add_neg]
  rw [hH]
  constructor
  · intro h
    exact ⟨funext fun i => congrFun h (Sum.inl i), funext fun i => congrFun h (Sum.inr i)⟩
  · rintro ⟨h1, h2⟩
    funext i
    rcases i with i | i
    · exact congrFun h1 i
    · exact congrFun h2 i
```

Rearranged, these read $Bw=(E-m)u$ and $B^\dagger u=(E+m)w$. Since $u^\dagger(Bw)=(B^\dagger u)^\dagger w$, substituting on both sides gives

$$(E-m)|u|^2=\overline{(E+m)}\,|w|^2 .$$

The adjoint identity is `key` in the proof, and it rests on `Matrix.star_mulVec`, which rewrites the conjugate of a matrix–vector product as a vector–matrix product with the conjugate transpose. Applied to `Bᴴ *ᵥ u`, it produces `Bᴴᴴ`, which collapses to `B`; `Matrix.dotProduct_mulVec` then only moves the brackets. The argument thus stays with explicit sums and needs no inner-product structure on `p → ℂ`, whose default norm in Mathlib is the largest modulus and not the Euclidean length.

```lean
/-- In an eigenstate of energy `E` the weights of the large component `u` and the small component
`w` are tied together by `(E - m) |u|² = conj (E + m) |w|²`. -/
theorem component_balance {m : ℝ} {B : Matrix p q ℂ} {E : ℂ} {u : p → ℂ} {w : q → ℂ}
    (h : dirac m B *ᵥ Sum.elim u w = E • Sum.elim u w) :
    (E - m) * (weight u : ℂ) = star (E + m) * (weight w : ℂ) := by
  obtain ⟨h1, h2⟩ := (eigen_iff m B E u w).1 h
  have hB : B *ᵥ w = (E - m) • u := by
    rw [sub_smul, ← h1]; abel
  have hC : Bᴴ *ᵥ u = (E + m) • w := by
    rw [add_smul, ← h2]; abel
  -- the two off-diagonal blocks are adjoint to each other
  have key : star u ⬝ᵥ (B *ᵥ w) = star (Bᴴ *ᵥ u) ⬝ᵥ w := by
    rw [Matrix.star_mulVec, conjTranspose_conjTranspose, Matrix.dotProduct_mulVec]
  rw [hB, hC, star_smul, dotProduct_smul, smul_dotProduct, star_dot_self, star_dot_self] at key
  simpa only [smul_eq_mul] using key
```

## No energy inside the gap

The imaginary part of the balance is $\operatorname{Im}E\,(|u|^2+|w|^2)=0$. The state is nonzero, so $E$ is real. The real part is

$$(m-E)|u|^2+(m+E)|w|^2=0.$$

If $|E|<|m|$, both coefficients have the sign of $m$, so both weights vanish, a contradiction. Hence $|E|\ge|m|$. In the proof, `aux` is this sign argument, used once for each sign of $m$.

```lean
/-- Every eigenvalue of the Dirac matrix is real and has modulus at least `|m|`, whatever the
coupling `B` and the sizes of the two basis sets. -/
theorem spectral_gap {m : ℝ} {B : Matrix p q ℂ} {E : ℂ} {v : p ⊕ q → ℂ} (hv : v ≠ 0)
    (h : dirac m B *ᵥ v = E • v) : E.im = 0 ∧ |m| ≤ |E.re| := by
  obtain ⟨u, w, rfl⟩ : ∃ u w, v = Sum.elim u w :=
    ⟨v ∘ Sum.inl, v ∘ Sum.inr, (Sum.elim_comp_inl_inr v).symm⟩
  have hb := component_balance h
  have hre := congrArg Complex.re hb
  have him := congrArg Complex.im hb
  simp only [Complex.mul_re, Complex.mul_im, Complex.sub_re, Complex.sub_im, Complex.add_re,
    Complex.add_im, Complex.star_def, Complex.conj_re, Complex.conj_im, Complex.ofReal_re,
    Complex.ofReal_im] at hre him
  have ha := weight_nonneg u
  have hc := weight_nonneg w
  have hpos : 0 < weight u + weight w := by
    refine lt_of_le_of_ne (add_nonneg ha hc) fun h0 => hv ?_
    have hu : u = 0 := eq_zero_of_weight (by linarith)
    have hw : w = 0 := eq_zero_of_weight (by linarith)
    rw [hu, hw]
    funext i
    cases i <;> rfl
  constructor
  · have h0 : E.im * (weight u + weight w) = 0 := by linear_combination him
    exact (mul_eq_zero.1 h0).resolve_right hpos.ne'
  · -- inside the gap the two sides of the balance would have opposite signs
    have aux : ∀ x y : ℝ, 0 < x → 0 < y → x * weight u + y * weight w ≠ 0 := by
      intro x y hx hy h0
      have h1 := mul_nonneg hx.le ha
      have h2 := mul_nonneg hy.le hc
      have h3 : x * weight u = 0 := by linarith
      have h4 : y * weight w = 0 := by linarith
      have h5 := (mul_eq_zero.1 h3).resolve_left hx.ne'
      have h6 := (mul_eq_zero.1 h4).resolve_left hy.ne'
      linarith
    by_contra hlt
    have hlt' := abs_lt.1 (not_le.1 hlt)
    rcases le_total 0 m with hm | hm
    · rw [abs_of_nonneg hm] at hlt'
      exact aux (m - E.re) (m + E.re) (by linarith [hlt'.2]) (by linarith [hlt'.1])
        (by linear_combination -hre)
    · rw [abs_of_nonpos hm] at hlt'
      exact aux (E.re - m) (-(E.re + m)) (by linarith [hlt'.1]) (by linarith [hlt'.2])
        (by linear_combination hre)
```

For a normalised state with $E\neq0$, the same balance gives the small component the weight $(E-m)/(2E)$.

## States exactly at m

Setting $E=m$ in the balance leaves $0=2m|w|^2$. For $m\ne0$ this forces $w=0$, and the second equation becomes $B^\dagger u=0$. Conversely, any such pair solves both equations.

```lean
/-- For `m ≠ 0`, the states at energy exactly `m` are those with no small component and with a
large component annihilated by `Bᴴ`. -/
theorem threshold_iff {m : ℝ} (hm : m ≠ 0) (B : Matrix p q ℂ) (u : p → ℂ) (w : q → ℂ) :
    dirac m B *ᵥ Sum.elim u w = (m : ℂ) • Sum.elim u w ↔ w = 0 ∧ Bᴴ *ᵥ u = 0 := by
  constructor
  · intro h
    have hre := congrArg Complex.re (component_balance h)
    simp only [Complex.mul_re, Complex.sub_re, Complex.sub_im, Complex.add_re,
      Complex.add_im, Complex.star_def, Complex.conj_re, Complex.conj_im, Complex.ofReal_re,
      Complex.ofReal_im] at hre
    have h0 : m * weight w = 0 := by linarith
    have hw : w = 0 := eq_zero_of_weight ((mul_eq_zero.1 h0).resolve_left hm)
    subst hw
    have h2 := ((eigen_iff m B m u 0).1 h).2
    exact ⟨rfl, by simpa using h2⟩
  · rintro ⟨rfl, h⟩
    exact (eigen_iff m B m u 0).2 ⟨by simp, by simp [h]⟩
```

If $p>q$, the map $B^\dagger:\mathbb C^p\to\mathbb C^q$ cannot be injective, so some $u\neq0$ has $B^\dagger u=0$, and $(u,0)$ is an eigenvector at $m$. Its kinetic energy in the matrix representation, $u^\dagger BB^\dagger u/2m$ for $m>0$, is zero: the small basis cannot represent $\boldsymbol\sigma\cdot\mathbf p\,u$.

```lean
/-- If there are more large than small basis functions, some nonzero large component `u` is
annihilated by `Bᴴ`, and `(u, 0)` is an eigenvector of the Dirac matrix with eigenvalue `m`. -/
theorem spurious_state (m : ℝ) (B : Matrix p q ℂ) (hpq : Fintype.card q < Fintype.card p) :
    ∃ u : p → ℂ, u ≠ 0 ∧ Bᴴ *ᵥ u = 0 ∧
      dirac m B *ᵥ Sum.elim u 0 = (m : ℂ) • Sum.elim u 0 := by
  have hker : ∃ u : p → ℂ, u ≠ 0 ∧ Bᴴ *ᵥ u = 0 := by
    by_contra hno
    have hinj : Function.Injective Bᴴ.mulVecLin := by
      rw [← LinearMap.ker_eq_bot, LinearMap.ker_eq_bot']
      intro u hu
      by_contra hne
      exact hno ⟨u, hne, hu⟩
    have hle := LinearMap.finrank_le_finrank_of_injective hinj
    rw [Module.finrank_fintype_fun_eq_card, Module.finrank_fintype_fun_eq_card] at hle
    omega
  obtain ⟨u, hu, h⟩ := hker
  exact ⟨u, hu, h, (eigen_iff m B m u 0).2 ⟨by simp, by simp [h]⟩⟩
```

Rank–nullity counts these states: $\dim\ker B^\dagger=p-\operatorname{rank}B^\dagger\ge p-q$. The map $u\mapsto(u,0)$, called `f` below, embeds this kernel in the eigenspace at $m$. The bound is written as a sum to avoid subtracting natural numbers.

```lean
/-- The multiplicity of the eigenvalue `m` is at least the number of large basis functions minus
the number of small ones. -/
theorem spurious_multiplicity (m : ℝ) (B : Matrix p q ℂ) :
    Fintype.card p ≤ Fintype.card q +
      Module.finrank ℂ (Module.End.eigenspace (dirac m B).mulVecLin (m : ℂ)) := by
  -- embed the kernel of `Bᴴ` into the eigenspace by `u ↦ (u, 0)`
  let f : LinearMap.ker Bᴴ.mulVecLin →ₗ[ℂ]
      Module.End.eigenspace (dirac m B).mulVecLin (m : ℂ) :=
    { toFun := fun u => ⟨Sum.elim u.1 0, by
        have hu : Bᴴ *ᵥ u.1 = 0 := u.2
        rw [Module.End.mem_eigenspace_iff, Matrix.mulVecLin_apply]
        exact (eigen_iff m B m u.1 0).2 ⟨by simp, by simp [hu]⟩⟩
      map_add' := fun u v => Subtype.ext (funext fun i => by cases i <;> simp)
      map_smul' := fun c u => Subtype.ext (funext fun i => by cases i <;> simp) }
  have hf : Function.Injective f := by
    intro u v huv
    apply Subtype.ext
    funext i
    exact congrFun (congrArg Subtype.val huv) (Sum.inl i)
  have h1 := LinearMap.finrank_le_finrank_of_injective hf
  have h2 := LinearMap.finrank_range_add_finrank_ker Bᴴ.mulVecLin
  have h3 := Submodule.finrank_le (LinearMap.range Bᴴ.mulVecLin)
  rw [Module.finrank_fintype_fun_eq_card] at h2 h3
  omega
```

## Kinetic balance removes them

Suppose $B^\dagger u=0$ only for $u=0$. Kinetic balance supplies this condition by including $\boldsymbol\sigma\cdot\mathbf p\,\chi$ in the small space for every large function $\chi$: then $B^\dagger u$ represents $\boldsymbol\sigma\cdot\mathbf p\,u$ in full, which is nonzero for a nonzero normalisable function. Lean takes the condition as the hypothesis `hB` and does not derive it from a basis.

Let $E>0$ be an eigenvalue with $E\le m$. The gap gives $E\ge m$, so $E=m$; then $w=0$ and $B^\dagger u=0$, hence $u=0$, and no state is left. Every positive energy therefore lies strictly above $m$.

```lean
/-- If `Bᴴ` annihilates no nonzero large component, every positive energy lies strictly
above `m`. -/
theorem balanced_strict_gap {m E : ℝ} {B : Matrix p q ℂ}
    (hB : ∀ u : p → ℂ, Bᴴ *ᵥ u = 0 → u = 0) {v : p ⊕ q → ℂ} (hv : v ≠ 0)
    (h : dirac m B *ᵥ v = (E : ℂ) • v) (hE : 0 < E) : m < E := by
  by_contra hlt
  have hle : E ≤ m := not_lt.1 hlt
  have hgap := (spectral_gap hv h).2
  rw [Complex.ofReal_re, abs_of_pos hE, abs_of_pos (hE.trans_le hle)] at hgap
  obtain rfl : E = m := le_antisymm hle hgap
  obtain ⟨u, w, rfl⟩ : ∃ u w, v = Sum.elim u w :=
    ⟨v ∘ Sum.inl, v ∘ Sum.inr, (Sum.elim_comp_inl_inr v).symm⟩
  obtain ⟨hw, hu⟩ := (threshold_iff hE.ne' B u w).1 h
  apply hv
  rw [hw, hB u hu]
  funext i
  cases i <;> rfl

end

end KineticBalance
```

```lean
#print axioms KineticBalance.spurious_state
#print axioms KineticBalance.spurious_multiplicity
#print axioms KineticBalance.balanced_strict_gap
```

```
'KineticBalance.spurious_state' depends on axioms: [propext, Classical.choice, Quot.sound]
'KineticBalance.spurious_multiplicity' depends on axioms: [propext, Classical.choice, Quot.sound]
'KineticBalance.balanced_strict_gap' depends on axioms: [propext, Classical.choice, Quot.sound]
```
